# Non-negative spectral functions from Galerkin solutions of $(z-H)x=b$ with Hermitian $H$ and $\operatorname{Im} z\ge 0$

## A spectrum computed in a small subspace

A probe excites a system with Hamiltonian $H$ into the state $b$, and one wants the response as a function of frequency. The response is read off from the resolvent,

$$A(\omega) = -\operatorname{Im}\,\langle b, (z-H)^{-1} b\rangle, \qquad z=\omega+i\eta .$$

Here $\hbar=1$, and $\omega$ is measured from the same zero of energy as $H$: if the probe acts on a state of energy $E_0$, then $\omega$ is $E_0$ plus the probe frequency. The broadening $\eta>0$ gives every level a Lorentzian line of half-width $\eta$, and stands for a finite lifetime or a finite resolution. Up to a factor $1/\pi$, $A$ is a broadened density of states weighted by the squared overlaps with $b$, so it can't be negative.

For a large $H$ the system $(z-H)x=b$ is solved only approximately, often in a subspace $K$ much smaller than the full space. Does the approximate spectrum stay non-negative? If $x$ satisfies the Galerkin condition, it does, however poor the subspace. If the resolvent is replaced by the first terms of its expansion in powers of $H/z$, it may not.

## The Galerkin condition and what is claimed

A vector $x$ is a Galerkin solution if it lies in $K$ and its residual $b-(zx-Hx)$ is orthogonal to every $v\in K$. For Hermitian $H$ the claims are:

1. $-\operatorname{Im}\langle b,x\rangle = \operatorname{Im}z\,\|x\|^2$, which is non-negative when $\operatorname{Im}z\ge0$.
2. If $\operatorname{Im}z\neq0$, this quantity vanishes exactly when $b$ is orthogonal to $K$.
3. $|\operatorname{Im}z|\,\|x\|\le\|b\|$.
4. If $\operatorname{Im}z\ne0$ and $K$ is finite-dimensional, there is exactly one Galerkin solution.
5. If $\operatorname{Im}z>0$, the two-term series $b/z+Hb/z^2$ gives a negative spectral function exactly when $|z|^2\|b\|^2+2\operatorname{Re}z\,\langle b,Hb\rangle<0$.

In Lean, the state space `E` is a complex inner product space of any dimension, `H` is a linear map on all of `E`, and `H.IsSymmetric` says $\langle Hx,y\rangle=\langle x,Hy\rangle$. A matrix Hamiltonian in a finite basis fits. An unbounded Hamiltonian defined only on a dense domain of a Hilbert space does not fit with `E` as the whole Hilbert space; but `E` need not be complete, so a domain that $H$ maps into itself can serve as `E`. The frequency and broadening are `z.re` and `z.im`. `IsGalerkin H z b K x` is the condition above, `spectralFunction b x` is $-\operatorname{Im}\langle b,x\rangle$ without the $1/\pi$, and `truncatedSeries H z b n` is $\sum_{k<n}H^kb/z^{k+1}$.

The source $b$ need not be normalised or lie in $K$. For $b\neq0$, dividing the spectral function by $\|b\|^2$ gives the value for a normalised source. With the mean energy $\varepsilon=\langle b,Hb\rangle/\|b\|^2$, the criterion in claim 5 reads $|z|^2+2\omega\varepsilon<0$, so $\omega$ and $\varepsilon$ must have opposite signs.

For spectra computed by Galerkin projection onto a Krylov space with a Hermitian matrix, a negative value at $\eta>0$ that exceeds the rounding error in evaluating $\langle b,x\rangle$ thus signals that the Galerkin condition or the Hermiticity has been lost. Minimal-residual methods impose a different orthogonality, and the identity does not apply to them as it stands.

## Testing the residual with the solution

Since $x\in K$, the residual is orthogonal to $x$ itself:

$$0=\langle x,b\rangle - z\|x\|^2+\langle x,Hx\rangle .$$

Hermiticity makes $\langle x,Hx\rangle$ equal to its own complex conjugate, hence real. The imaginary part of the equation is therefore $\operatorname{Im}\langle x,b\rangle=\operatorname{Im}z\,\|x\|^2$. Exchanging the arguments conjugates the inner product, so

$$-\operatorname{Im}\langle b,x\rangle=\operatorname{Im}z\,\|x\|^2 .$$

The order of the arguments deserves care. The residual supplies $\langle x,b\rangle$, whereas the spectral function contains $\langle b,x\rangle$. Whoever treats the two as equal finds a spectrum that is never positive.

**Vanishing.** If the spectral function is zero and $\operatorname{Im}z\neq0$, then $x=0$. The residual is then $b$, which must be orthogonal to $K$. Conversely, if $b$ is orthogonal to $K$, then $\langle b,x\rangle=0$ because $x\in K$.

**Bound.** By the identity and Cauchy–Schwarz,

$$|\operatorname{Im}z|\,\|x\|^2=|\operatorname{Im}\langle b,x\rangle|\le\|b\|\,\|x\| .$$

Divide by $\|x\|$ if it is non-zero; otherwise the bound is trivial.

**Existence and uniqueness.** Let $P$ be the orthogonal projection onto $K$ and let $T=P(z-H)$ act on $K$. The Galerkin condition is $Tx=Pb$. If $Tx=0$, then $x$ is a Galerkin solution for the source $0$, and the identity gives $\operatorname{Im}z\,\|x\|^2=0$, so $x=0$. Thus $T$ is injective, and on a finite-dimensional $K$ it is also surjective. At real $z$ this can fail, because $z$ may be an eigenvalue of the projected Hamiltonian.

**Two-term series.** Use $\operatorname{Im}(1/z)=-\operatorname{Im}z/|z|^2$ and $\operatorname{Im}(1/z^2)=-2\operatorname{Re}z\operatorname{Im}z/|z|^4$. Since $\langle b,Hb\rangle$ is real,

$$-\operatorname{Im}\Big(\frac{\|b\|^2}{z}+\frac{\langle b,Hb\rangle}{z^2}\Big)=\frac{\operatorname{Im}z}{|z|^4}\Big(|z|^2\|b\|^2+2\operatorname{Re}z\,\langle b,Hb\rangle\Big).$$

The prefactor is positive for $\operatorname{Im}z>0$, so the bracket decides the sign.

## Two levels, three answers

Take $H=\operatorname{diag}(-2,4)$, $b=(1,0)$ and $z=1+i$.

- The exact solution is $x=(1/(3+i),0)$, and $1/(3+i)=(3-i)/10$. The spectral function is $1/10$.
- Let $K$ be spanned by $u=(1,1)/\sqrt2$, which is not an eigenvector. Here $\langle u,Hu\rangle=1$ and $\langle u,b\rangle=1/\sqrt2$, so $x=\dfrac{1/\sqrt2}{z-1}\,u=-\dfrac i2(1,1)$. The spectral function is $1/2$, which equals $\operatorname{Im}z\,\|x\|^2=1\cdot\frac12$.
- The two-term series has $|z|^2=2$ and $\langle b,Hb\rangle=-2$, so its spectral function is $\frac14(2-4)=-\frac12$.

The Galerkin value is five times too large but has the right sign. Positivity is no measure of accuracy.

The series value involves only the first level, and the file contains it as the one-level case $H=-2$. There $|H|>|z|$, so the full series diverges, and one might blame the divergence for the sign. The second example in the file, $H=-1$ and $z=1+i/2$, removes that explanation: $|z|^2=5/4>1$, the full geometric series converges to $1/(z+1)$ with spectral function $2/17$, and yet two terms give $\frac{8}{25}\left(\frac54-2\right)=-\frac6{25}$. For this example the Lean theorem states the inequality $1<|z|$ and the value $-6/25$; the convergence is the usual geometric-series argument.

## The Lean file

```lean
import Mathlib

open Finset

namespace GalerkinSpectralPositivity

noncomputable section

variable {E : Type*} [NormedAddCommGroup E] [InnerProductSpace ℂ E]

/-- `x` is a Galerkin solution of `(z - H) x = b` in the subspace `K`: it lies in `K` and its
residual is orthogonal to `K`. -/
def IsGalerkin (H : E →ₗ[ℂ] E) (z : ℂ) (b : E) (K : Submodule ℂ E) (x : E) : Prop :=
  x ∈ K ∧ ∀ v ∈ K, inner ℂ v (b - (z • x - H x)) = 0

/-- The spectral function `-Im ⟨b, x⟩` read off from an approximate solution `x` of
`(z - H) x = b`, without the conventional factor `1/π`. -/
def spectralFunction (b x : E) : ℝ := -(inner ℂ b x).im

/-- The first `n` terms of the moment expansion of the resolvent applied to `b`,
the sum of `H ^ k b / z ^ (k + 1)` over `k < n`, for `z ≠ 0`. -/
def truncatedSeries (H : E →ₗ[ℂ] E) (z : ℂ) (b : E) (n : ℕ) : E :=
  ∑ k ∈ range n, (z⁻¹) ^ (k + 1) • (H ^ k) b

/-- Expectation values of a Hermitian operator are real. -/
theorem expectation_im {H : E →ₗ[ℂ] E} (hH : H.IsSymmetric) (x : E) :
    (inner ℂ x (H x)).im = 0 := by
  have h := inner_conj_symm (𝕜 := ℂ) x (H x)
  rw [hH x x] at h
  have h' := congrArg Complex.im h
  rw [Complex.conj_im] at h'
  linarith

/-- For Hermitian `H`, the spectral function of a Galerkin solution equals the
broadening `Im z` times the squared norm of the solution. -/
theorem galerkin_spectral_identity {H : E →ₗ[ℂ] E} (hH : H.IsSymmetric) {z : ℂ} {b x : E}
    {K : Submodule ℂ E} (hx : IsGalerkin H z b K x) :
    spectralFunction b x = z.im * ‖x‖ ^ 2 := by
  -- test the residual with the solution itself
  have h := hx.2 x hx.1
  rw [inner_sub_right, inner_sub_right, inner_smul_right] at h
  have hre : (inner ℂ x x).re = ‖x‖ ^ 2 := inner_self_eq_norm_sq (𝕜 := ℂ) x
  have him : (inner ℂ x x).im = 0 := inner_self_im (𝕜 := ℂ) x
  have h' := congrArg Complex.im h
  simp only [Complex.sub_im, Complex.mul_im, Complex.zero_im, hre, him,
    expectation_im hH x] at h'
  have hflip : (inner ℂ b x).im = -(inner ℂ x b).im := by
    rw [← inner_conj_symm b x, Complex.conj_im]
  rw [spectralFunction, hflip]
  linarith

/-- For Hermitian `H` and non-negative broadening `Im z`, every Galerkin solution has a
non-negative spectral function, whatever the subspace. -/
theorem galerkin_spectral_nonneg {H : E →ₗ[ℂ] E} (hH : H.IsSymmetric) {z : ℂ}
    (hz : 0 ≤ z.im) {b x : E} {K : Submodule ℂ E} (hx : IsGalerkin H z b K x) :
    0 ≤ spectralFunction b x := by
  rw [galerkin_spectral_identity hH hx]
  positivity

/-- For Hermitian `H` and `Im z ≠ 0`, the spectral function of a Galerkin solution vanishes
exactly when the source `b` is orthogonal to the subspace. -/
theorem galerkin_spectral_eq_zero_iff {H : E →ₗ[ℂ] E} (hH : H.IsSymmetric) {z : ℂ}
    (hz : z.im ≠ 0) {b x : E} {K : Submodule ℂ E} (hx : IsGalerkin H z b K x) :
    spectralFunction b x = 0 ↔ ∀ v ∈ K, inner ℂ v b = 0 := by
  constructor
  · intro h0 v hv
    have h := galerkin_spectral_identity hH hx
    rw [h0] at h
    have hx0 : x = 0 := by simpa [hz] using h.symm
    have hv' := hx.2 v hv
    simpa [hx0] using hv'
  · intro h
    rw [spectralFunction, ← inner_conj_symm b x, h x hx.1]
    simp

/-- For Hermitian `H`, a Galerkin solution obeys the resolvent bound
`|Im z| ‖x‖ ≤ ‖b‖`. -/
theorem galerkin_norm_bound {H : E →ₗ[ℂ] E} (hH : H.IsSymmetric) {z : ℂ} {b x : E}
    {K : Submodule ℂ E} (hx : IsGalerkin H z b K x) : |z.im| * ‖x‖ ≤ ‖b‖ := by
  rcases (norm_nonneg x).eq_or_lt with h0 | hpos
  · rw [← h0, mul_zero]
    exact norm_nonneg b
  · refine le_of_mul_le_mul_right ?_ hpos
    calc |z.im| * ‖x‖ * ‖x‖ = |z.im * ‖x‖ ^ 2| := by
          rw [abs_mul, abs_of_nonneg (sq_nonneg ‖x‖)]; ring
      _ = |(inner ℂ b x).im| := by
          rw [← galerkin_spectral_identity hH hx, spectralFunction, abs_neg]
      _ ≤ ‖inner ℂ b x‖ := Complex.abs_im_le_norm _
      _ ≤ ‖b‖ * ‖x‖ := norm_inner_le_norm b x

/-- For Hermitian `H`, `Im z ≠ 0` and a finite-dimensional subspace, the Galerkin solution
exists and is unique. -/
theorem galerkin_existsUnique {H : E →ₗ[ℂ] E} (hH : H.IsSymmetric) {z : ℂ}
    (hz : z.im ≠ 0) (b : E) (K : Submodule ℂ E) [FiniteDimensional ℂ K] :
    ∃! x, IsGalerkin H z b K x := by
  -- without a source the only Galerkin solution is zero
  have h0 : ∀ y : E, IsGalerkin H z 0 K y → y = 0 := by
    intro y hy
    have h : z.im * ‖y‖ ^ 2 = 0 := by
      rw [← galerkin_spectral_identity hH hy]
      simp [spectralFunction]
    simpa [hz] using h
  -- the compression of `z - H` to the subspace
  let P := K.orthogonalProjectionOnto
  have hP : ∀ (u : K) (v : E), inner ℂ u (P v) = inner ℂ (u : E) v :=
    fun u v => Submodule.inner_orthogonalProjectionOnto_eq_of_mem_left u v
  let T : K →ₗ[ℂ] K := P.toLinearMap ∘ₗ (z • LinearMap.id - H) ∘ₗ K.subtype
  have hT : ∀ x : K, T x = P (z • (x : E) - H x) := fun x => rfl
  have hinj : Function.Injective T := by
    refine (injective_iff_map_eq_zero T).2 fun x hx => ?_
    refine Subtype.ext (h0 x ⟨x.2, fun v hv => ?_⟩)
    have h := hP ⟨v, hv⟩ (z • (x : E) - H x)
    rw [← hT, hx, inner_zero_right] at h
    rw [zero_sub, inner_neg_right, neg_eq_zero]
    exact h.symm
  -- in finite dimension injectivity gives surjectivity
  obtain ⟨x, hx⟩ := LinearMap.injective_iff_surjective.1 hinj (P b)
  have hxG : IsGalerkin H z b K x := by
    refine ⟨x.2, fun v hv => ?_⟩
    have h1 := hP ⟨v, hv⟩ b
    have h2 := hP ⟨v, hv⟩ (z • (x : E) - H x)
    rw [← hT, hx] at h2
    rw [inner_sub_right, sub_eq_zero]
    exact h1.symm.trans h2
  refine ⟨x, hxG, fun y hy => ?_⟩
  refine sub_eq_zero.1 (h0 _ ⟨K.sub_mem hy.1 x.2, fun v hv => ?_⟩)
  have e : (0 : E) - (z • (y - (x : E)) - H (y - (x : E)))
      = (b - (z • y - H y)) - (b - (z • (x : E) - H x)) := by
    rw [map_sub]
    module
  rw [e, inner_sub_right, hy.2 v hv, hxG.2 v hv, sub_zero]

/-- For Hermitian `H` and `Im z > 0`, the two-term moment expansion has a negative spectral
function exactly when `|z|² ‖b‖² + 2 Re z ⟨b, H b⟩` is negative. -/
theorem series_spectral_neg_iff {H : E →ₗ[ℂ] E} (hH : H.IsSymmetric) {z : ℂ}
    (hz : 0 < z.im) (b : E) :
    spectralFunction b (truncatedSeries H z b 2) < 0 ↔
      Complex.normSq z * ‖b‖ ^ 2 + 2 * z.re * (inner ℂ b (H b)).re < 0 := by
  have hN : 0 < Complex.normSq z :=
    Complex.normSq_pos.2 fun h => by simp [h] at hz
  have hN' := hN.ne'
  have hser : truncatedSeries H z b 2 = z⁻¹ • b + (z⁻¹ * z⁻¹) • H b := by
    simp [truncatedSeries, Finset.sum_range_succ, pow_two]
  have hre : (inner ℂ b b).re = ‖b‖ ^ 2 := inner_self_eq_norm_sq (𝕜 := ℂ) b
  have him : (inner ℂ b b).im = 0 := inner_self_im (𝕜 := ℂ) b
  -- the spectral function is a positive factor times the stated expression
  have hS : spectralFunction b (truncatedSeries H z b 2) = z.im / Complex.normSq z ^ 2 *
      (Complex.normSq z * ‖b‖ ^ 2 + 2 * z.re * (inner ℂ b (H b)).re) := by
    rw [spectralFunction, hser, inner_add_right, inner_smul_right, inner_smul_right]
    simp only [Complex.add_im, Complex.mul_im, Complex.mul_re, Complex.inv_re,
      Complex.inv_im, hre, him, expectation_im hH b]
    field_simp
    ring
  have hc : 0 < z.im / Complex.normSq z ^ 2 := by positivity
  rw [hS]
  refine ⟨fun h => ?_, fun h => mul_neg_of_pos_of_neg hc h⟩
  by_contra hn
  exact not_lt_of_ge (mul_nonneg hc.le (not_lt.1 hn)) h

/-- For the one-level Hamiltonian `H = -2` and the source `b = 1` at `z = 1 + i`, the two-term
moment expansion gives the spectral function `-1/2`. -/
theorem series_negative_example :
    spectralFunction (1 : ℂ) (truncatedSeries ((-2 : ℂ) • (LinearMap.id : ℂ →ₗ[ℂ] ℂ))
      (1 + Complex.I) 1 2) = -1 / 2 := by
  have hz : (1 + Complex.I)⁻¹ = (⟨1 / 2, -1 / 2⟩ : ℂ) := by
    apply Complex.ext <;>
      simp [Complex.inv_re, Complex.inv_im, Complex.normSq_apply] <;> norm_num
  simp [spectralFunction, truncatedSeries, Finset.sum_range_succ, hz, pow_two, -inv_pow]
  norm_num

/-- For the one-level Hamiltonian `H = -1` and the source `b = 1` at `z = 1 + i/2`, where
`|z| > 1 = |H|`, the two-term moment expansion gives the spectral function `-6/25`. -/
theorem series_negative_example_convergent :
    1 < ‖1 + Complex.I / 2‖ ∧
    spectralFunction (1 : ℂ) (truncatedSeries ((-1 : ℂ) • (LinearMap.id : ℂ →ₗ[ℂ] ℂ))
      (1 + Complex.I / 2) 1 2) = -6 / 25 := by
  constructor
  · have h : ‖1 + Complex.I / 2‖ ^ 2 = 5 / 4 := by
      rw [Complex.sq_norm, Complex.normSq_apply]
      simp
      norm_num
    nlinarith [norm_nonneg (1 + Complex.I / 2)]
  · have hz : (1 + Complex.I / 2)⁻¹ = (⟨4 / 5, -2 / 5⟩ : ℂ) := by
      apply Complex.ext <;>
        simp [Complex.inv_re, Complex.inv_im, Complex.normSq_apply] <;> norm_num
    simp [spectralFunction, truncatedSeries, Finset.sum_range_succ, hz, pow_two, -inv_pow]
    norm_num

end

end GalerkinSpectralPositivity
```

```lean
#print axioms GalerkinSpectralPositivity.galerkin_spectral_nonneg
#print axioms GalerkinSpectralPositivity.series_spectral_neg_iff
#print axioms GalerkinSpectralPositivity.series_negative_example
#print axioms GalerkinSpectralPositivity.series_negative_example_convergent
```

```
'GalerkinSpectralPositivity.galerkin_spectral_nonneg' depends on axioms: [propext, Classical.choice, Quot.sound]
'GalerkinSpectralPositivity.series_spectral_neg_iff' depends on axioms: [propext, Classical.choice, Quot.sound]
'GalerkinSpectralPositivity.series_negative_example' depends on axioms: [propext, Classical.choice, Quot.sound]
'GalerkinSpectralPositivity.series_negative_example_convergent' depends on axioms: [propext, Classical.choice, Quot.sound]
```

## From the residual test to the Lean proofs

`expectation_im` starts from conjugate symmetry of the inner product and rewrites with `hH x x`. The number $\langle x,Hx\rangle$ then equals its own conjugate, and comparing imaginary parts leaves a linear equation for `linarith`.

`galerkin_spectral_identity` follows the derivation line by line. The term `hx.2 x hx.1` is the residual tested with the solution: `hx.1` says that $x$ lies in $K$, and `hx.2` is the orthogonality. The rewrites expand the inner product, `congrArg Complex.im` takes the imaginary part, and `simp` removes the expectation value of $H$. The exchange of arguments, with its change of sign, is the separate statement `hflip`.

`galerkin_spectral_nonneg` rewrites with the identity, after which `positivity` sees a product of non-negative factors. `galerkin_spectral_eq_zero_iff` proves the two directions separately. The first extracts $x=0$ from the identity and reads the residual condition again; the second uses $\langle x,b\rangle=0$.

`galerkin_norm_bound` splits on whether $\|x\|$ is zero. In the positive case it proves the inequality multiplied by $\|x\|$, and the `calc` block is the Cauchy–Schwarz chain, with $|\operatorname{Im}\langle b,x\rangle|\le|\langle b,x\rangle|$ as a step of its own.

`galerkin_existsUnique` first establishes `h0`: with zero source, the only Galerkin solution is zero. It then builds the compression `T`. The statement `hP` says that $\langle u,Pv\rangle=\langle u,v\rangle$ for $u\in K$, which translates between equations inside $K$ and orthogonality in `E`. Injectivity of `T` comes from `h0`, and `LinearMap.injective_iff_surjective` is where finite dimension enters. It supplies an $x$ with $Tx=Pb$, which `hP` turns into the Galerkin condition. For uniqueness, the equation `e` writes the residual of $y-x$ for zero source as the difference of the two residuals, so `h0` gives $y=x$.

`series_spectral_neg_iff` writes out the two terms in `hser` and proves the factorised formula as `hS`, where `field_simp` and `ring` do the algebra with $|z|^2\ne0$. The equivalence then follows from the positive prefactor `hc`.

The two example theorems take $E=\mathbb C$ and $b=1$. Each first computes $1/z$ explicitly, as $(1-i)/2$ and $(4-2i)/5$ respectively, and then evaluates the two-term sum by `simp` and `norm_num`. The inequality $1<|z|$ in the second is obtained from $|z|^2=5/4$.
